# With no zero curvature, an odd number of negative curvatures forces exponential growth in linear response

Take one particle-hole pair, with a real number a and a coupling b. The stability matrix [[a, b], [b*, a]] has curvatures a ± |b|, and the response matrix [[a, b], [−b*, −a]] has frequencies ±√(a² − |b|²). For a = 1, b = 2 the curvatures are 3 and −1, the frequencies are ±i√3, and a small perturbation can grow. For a = −1, b = 0 both curvatures are negative, yet the frequencies are ±1. So when I find negative curvatures in a larger calculation, what do they tell me about the dynamics?

## A negative determinant forces growth

Let A and B be the n × n blocks for n particle-hole pairs, with * the entrywise conjugate, and let η = diag(1, −1). The stability and response matrices are

S = [[A, B], [B*, A*]],  M = ηS = [[A, B], [−B*, −A*]].

If det S < 0, M has an eigenvalue iγ with γ > 0. To see this, first note that exchanging the two blocks, in rows and columns, turns S* into S and leaves the determinant unchanged. Hence det S is real. Now follow

P(t) = (1 − t)S − itη,  0 ≤ t ≤ 1.

Its diagonal blocks, (1 − t)A − it and (1 − t)A* + it, are conjugates, so P(t) has the same form as S and a real determinant. At the ends,

det P(0) = det S < 0,  det P(1) = (−i)ⁿ iⁿ = 1.

By continuity det P(t) = 0 for some 0 < t < 1. Take v ≠ 0 with P(t)v = 0 and multiply by η, using η² = 1:

(1 − t)Mv = itv, so Mv = iγv with γ = t/(1 − t) > 0.

For a = 1, b = 2 the determinant is t² − 3(1 − t)², which gives γ = √3.

With time τ and ħ = 1, x(τ) = exp(γτ)v satisfies i dx/dτ = iγx = Mx. A physical perturbation has the form (X, X*), which v = (X, Y) need not have. But (Y*, X*) satisfies the same eigenvalue equation, so v + (Y*, X*) or, if that sum vanishes, iv gives a growing solution of the physical form. This last step is not part of the Lean code.

If A is Hermitian and B symmetric, S is Hermitian and det S is the product of its real eigenvalues, the curvatures. If none vanishes and an odd number is negative, det S < 0 and growth follows.

An easy mistake here is to test det M instead. Since det M = (−1)ⁿ det S, its sign depends on n: in the growing example above, det M = +3.

## What the Lean statements say

The finite type `n` labels the pairs, and `n ⊕ n` the doubled space. `stability` is S, `response` is M, and `pencil` is P. The hypothesis `(stability A B).det.re < 0` uses the real part because the determinant has complex type; `det_stability_im` shows that nothing is lost.

`HasGrowingSolution` states dx/dt = −iMx at every real time; there `t` is time, not the path parameter. The determinant test holds for arbitrary complex square blocks. The parity theorem adds `hA` and `hB`, which make the curvatures real, `h0`, which excludes zero curvatures, and `hodd`, which counts the negative ones with multiplicity.

For time-dependent Hartree–Fock or TDDFT with a frequency-independent kernel, in a finite basis, this links a stability analysis to the linearised dynamics. That A and B really are the blocks of the energy Hessian at a stationary reference state has to come from the physics. If that state breaks a continuous symmetry of the energy, and the chosen pairs include the orbital rotation that the symmetry generates, a curvature is zero and the test is silent.

```lean
import Mathlib

open Matrix Complex

namespace DeterminantInstability

variable {n : Type*} [Fintype n] [DecidableEq n]

/-- The stability matrix with rows `(A, B)` and `(conj B, conj A)`. -/
def stability (A B : Matrix n n ℂ) : Matrix (n ⊕ n) (n ⊕ n) ℂ :=
  fromBlocks A B (B.map (starRingEnd ℂ)) (A.map (starRingEnd ℂ))

/-- The linear-response matrix with rows `(A, B)` and `(-conj B, -conj A)`. -/
def response (A B : Matrix n n ℂ) : Matrix (n ⊕ n) (n ⊕ n) ℂ :=
  fromBlocks A B (-B.map (starRingEnd ℂ)) (-A.map (starRingEnd ℂ))

/-- The path `(1 - t) S - i t η` from the stability matrix `S` to `-i η`,
where `η = diag(1, -1)`. -/
noncomputable def pencil (A B : Matrix n n ℂ) (t : ℝ) : Matrix (n ⊕ n) (n ⊕ n) ℂ :=
  stability ((1 - (t : ℂ)) • A - ((t : ℂ) * I) • (1 : Matrix n n ℂ)) ((1 - (t : ℂ)) • B)

/-- The equation of motion `i dx/dt = M x`, with `M` the response matrix, has a solution
`x(t) = exp(γ t) v` with `γ > 0` and `v ≠ 0`. -/
def HasGrowingSolution (A B : Matrix n n ℂ) : Prop :=
  ∃ γ : ℝ, 0 < γ ∧ ∃ v : n ⊕ n → ℂ, v ≠ 0 ∧ ∀ t : ℝ,
    HasDerivAt (fun s : ℝ => ((Real.exp (γ * s) : ℝ) : ℂ) • v)
      ((-I) • (response A B *ᵥ (((Real.exp (γ * t) : ℝ) : ℂ) • v))) t

/-- The determinant of the stability matrix is real, for any complex blocks `A` and `B`. -/
theorem det_stability_im (A B : Matrix n n ℂ) : (stability A B).det.im = 0 := by
  have h : (starRingEnd ℂ) (stability A B).det = (stability A B).det := by
    rw [RingHom.map_det]
    -- complex conjugation is undone by exchanging the two blocks
    have e : (starRingEnd ℂ).mapMatrix (stability A B) =
        (stability A B).submatrix (Equiv.sumComm n n) (Equiv.sumComm n n) := by
      ext i j
      rcases i with i | i <;> rcases j with j | j <;> simp [stability]
    rw [e, Matrix.det_submatrix_equiv_self]
  exact Complex.conj_eq_iff_im.mp h

/-- If the stability matrix has negative determinant, the path from it to `-i η` meets a
singular matrix strictly between its ends. -/
theorem exists_singular_pencil (A B : Matrix n n ℂ) (h : (stability A B).det.re < 0) :
    ∃ t : ℝ, 0 < t ∧ t < 1 ∧ (pencil A B t).det = 0 := by
  have hc : Continuous (pencil A B) := by
    refine continuous_matrix ?_
    rintro (i | i) (j | j) <;> simp [pencil, stability] <;> fun_prop
  have hf : Continuous fun t : ℝ => (pencil A B t).det.re :=
    Complex.continuous_re.comp hc.matrix_det
  have h0 : (pencil A B 0).det.re < 0 := by
    simpa [pencil] using h
  -- at the far end the determinant is `(-i)^n i^n = 1`
  have e1 : pencil A B 1 =
      fromBlocks ((-I) • (1 : Matrix n n ℂ)) 0 0 (I • (1 : Matrix n n ℂ)) := by
    ext i j
    rcases i with i | i <;> rcases j with j | j <;> by_cases hij : i = j <;>
      simp [pencil, stability, hij]
  have h1 : (pencil A B 1).det = 1 := by
    rw [e1, det_fromBlocks_zero₂₁, det_smul, det_smul, det_one, mul_one, mul_one, ← mul_pow]
    simp
  have h1' : (pencil A B 1).det.re = 1 := by rw [h1, Complex.one_re]
  obtain ⟨t, ht, hz⟩ := intermediate_value_Icc (zero_le_one' ℝ) hf.continuousOn
    (show (0 : ℝ) ∈ Set.Icc (pencil A B 0).det.re (pencil A B 1).det.re from
      ⟨h0.le, by rw [h1']; exact zero_le_one⟩)
  have hz' : (pencil A B t).det.re = 0 := hz
  refine ⟨t, lt_of_le_of_ne ht.1 ?_, lt_of_le_of_ne ht.2 ?_,
    Complex.ext hz' (det_stability_im _ _)⟩
  · rintro rfl
    linarith
  · rintro rfl
    linarith

/-- Multiplying the path by `η = diag(1, -1)` gives `(1 - t) M - i t`, with `M` the
response matrix. -/
theorem metric_mul_pencil (A B : Matrix n n ℂ) (t : ℝ) :
    fromBlocks (1 : Matrix n n ℂ) 0 0 (-1) * pencil A B t =
      (1 - (t : ℂ)) • response A B - ((t : ℂ) * I) • (1 : Matrix (n ⊕ n) (n ⊕ n) ℂ) := by
  rw [pencil, stability, fromBlocks_multiply]
  ext i j
  rcases i with i | i <;> rcases j with j | j <;> by_cases hij : i = j <;>
    simp [response, hij]
  ring

/-- Determinant test: if the stability matrix has negative determinant, the response matrix
has an eigenvalue `i γ` with `γ > 0`. -/
theorem imaginary_eigenvalue_of_det_neg (A B : Matrix n n ℂ)
    (h : (stability A B).det.re < 0) :
    ∃ γ : ℝ, 0 < γ ∧ ∃ v : n ⊕ n → ℂ, v ≠ 0 ∧ response A B *ᵥ v = (I * (γ : ℂ)) • v := by
  obtain ⟨t, ht0, ht1, hdet⟩ := exists_singular_pencil A B h
  obtain ⟨v, hv, hker⟩ := Matrix.exists_mulVec_eq_zero_iff.mpr hdet
  have hk : ((1 - (t : ℂ)) • response A B -
      ((t : ℂ) * I) • (1 : Matrix (n ⊕ n) (n ⊕ n) ℂ)) *ᵥ v = 0 := by
    rw [← metric_mul_pencil, ← Matrix.mulVec_mulVec, hker, Matrix.mulVec_zero]
  rw [Matrix.sub_mulVec, Matrix.smul_mulVec, Matrix.smul_mulVec, Matrix.one_mulVec,
    sub_eq_zero] at hk
  have hne : (1 - (t : ℂ)) ≠ 0 := by
    have h2 : (1 - t : ℝ) ≠ 0 := by linarith
    exact_mod_cast h2
  -- the growth rate is `t / (1 - t)`
  refine ⟨t / (1 - t), div_pos ht0 (by linarith), v, hv, ?_⟩
  ext i
  have hi := congrFun hk i
  simp only [Pi.smul_apply, smul_eq_mul] at hi ⊢
  push_cast
  field_simp
  linear_combination hi

/-- If the stability matrix has negative determinant, the linear-response equation of motion
has an exponentially growing solution. -/
theorem growing_of_det_neg (A B : Matrix n n ℂ) (h : (stability A B).det.re < 0) :
    HasGrowingSolution A B := by
  obtain ⟨γ, hγ, v, hv, he⟩ := imaginary_eigenvalue_of_det_neg A B h
  refine ⟨γ, hγ, v, hv, fun t => ?_⟩
  have h0 : HasDerivAt (fun s : ℝ => γ * s) γ t := by
    simpa using (hasDerivAt_id t).const_mul γ
  refine (h0.exp.ofReal_comp.smul_const v).congr_deriv ?_
  rw [Matrix.mulVec_smul, he]
  ext i
  simp only [Pi.smul_apply, smul_eq_mul, Complex.ofReal_mul]
  linear_combination ((Real.exp (γ * t) : ℝ) : ℂ) * (γ : ℂ) * v i * Complex.I_sq

omit [Fintype n] [DecidableEq n] in
/-- For Hermitian `A` and symmetric `B` the stability matrix is Hermitian. -/
theorem stability_isHermitian {A B : Matrix n n ℂ} (hA : A.IsHermitian) (hB : Bᵀ = B) :
    (stability A B).IsHermitian := by
  have hb : ∀ i j, B j i = B i j := fun i j => congrFun (congrFun hB i) j
  unfold Matrix.IsHermitian
  ext i j
  rcases i with i | i <;> rcases j with j | j
  · simpa [stability] using hA.apply i j
  · simp [stability, hb i j]
  · simp [stability, hb i j]
  · simpa [stability] using (hA.apply j i).symm

/-- Let `A` be Hermitian and `B` symmetric. If no eigenvalue of the stability matrix vanishes
and an odd number of them, counted with multiplicity, is negative, then the linear-response
equation of motion has an exponentially growing solution. -/
theorem growing_of_odd_negative_curvatures {A B : Matrix n n ℂ}
    (hA : A.IsHermitian) (hB : Bᵀ = B)
    (h0 : ∀ i, (stability_isHermitian hA hB).eigenvalues i ≠ 0)
    (hodd : Odd (Finset.univ.filter
      (fun i => (stability_isHermitian hA hB).eigenvalues i < 0)).card) :
    HasGrowingSolution A B := by
  apply growing_of_det_neg
  have hdet := (stability_isHermitian hA hB).det_eq_prod_eigenvalues
  generalize (stability_isHermitian hA hB).eigenvalues = f at h0 hodd hdet
  -- the negative curvatures multiply to a negative number, the others to a positive one
  have hneg : 0 < ∏ i ∈ Finset.univ.filter (fun i => f i < 0), (-1) * f i :=
    Finset.prod_pos fun i hi => by linarith [(Finset.mem_filter.mp hi).2]
  rw [Finset.prod_mul_distrib, Finset.prod_const, hodd.neg_one_pow] at hneg
  have hpos : 0 < ∏ i ∈ Finset.univ.filter (fun i => ¬ f i < 0), f i :=
    Finset.prod_pos fun i hi =>
      lt_of_le_of_ne (not_lt.mp (Finset.mem_filter.mp hi).2) (h0 i).symm
  have hprod : ∏ i, f i < 0 := by
    rw [← Finset.prod_filter_mul_prod_filter_not Finset.univ (fun i => f i < 0) f]
    exact mul_neg_of_neg_of_pos (by linarith) hpos
  have hd : (stability A B).det = ((∏ i, f i : ℝ) : ℂ) := by
    rw [hdet]
    push_cast
    rfl
  rw [hd, Complex.ofReal_re]
  exact hprod

/-- For `A = -1` and `B = 0` the stability matrix is minus the identity, yet every eigenvalue
of the response matrix is real. -/
theorem negative_curvature_without_instability :
    stability (-1 : Matrix n n ℂ) 0 = -1 ∧
    ∀ (μ : ℂ) (v : n ⊕ n → ℂ), v ≠ 0 →
      response (-1 : Matrix n n ℂ) 0 *ᵥ v = μ • v → μ.im = 0 := by
  constructor
  · ext i j
    rcases i with i | i <;> rcases j with j | j <;> by_cases hij : i = j <;>
      simp [stability, hij]
  · intro μ v hv h
    have e : response (-1 : Matrix n n ℂ) 0 = fromBlocks (-1) 0 0 1 := by
      ext i j
      rcases i with i | i <;> rcases j with j | j <;> by_cases hij : i = j <;>
        simp [response, hij]
    rw [e] at h
    obtain ⟨i, hi⟩ := Function.ne_iff.mp hv
    have hc := congrFun h i
    rcases i with i | i
    · have hl : (fromBlocks (-1 : Matrix n n ℂ) 0 0 (1 : Matrix n n ℂ) *ᵥ v) (Sum.inl i) =
          -v (Sum.inl i) := by
        simp [Matrix.fromBlocks_mulVec, Matrix.neg_mulVec]
      rw [hl, Pi.smul_apply, smul_eq_mul] at hc
      have hμ : μ = -1 := mul_right_cancel₀ hi (by linear_combination -hc)
      simp [hμ]
    · have hr : (fromBlocks (-1 : Matrix n n ℂ) 0 0 (1 : Matrix n n ℂ) *ᵥ v) (Sum.inr i) =
          v (Sum.inr i) := by
        simp [Matrix.fromBlocks_mulVec]
      rw [hr, Pi.smul_apply, smul_eq_mul] at hc
      have hμ : μ = 1 := mul_right_cancel₀ hi (by linear_combination -hc)
      simp [hμ]

end DeterminantInstability
```

```lean
#print axioms DeterminantInstability.growing_of_odd_negative_curvatures
-- 'DeterminantInstability.growing_of_odd_negative_curvatures' depends on axioms: [propext, Classical.choice, Quot.sound]
#print axioms DeterminantInstability.negative_curvature_without_instability
-- 'DeterminantInstability.negative_curvature_without_instability' depends on axioms: [propext, Classical.choice, Quot.sound]
```

## From the block exchange to the parity count

`det_stability_im` performs the block exchange with `Equiv.sumComm`. Because `pencil` is defined as a `stability` matrix, the same lemma applies along the whole path. `exists_singular_pencil` uses the intermediate value theorem on the real part, and the vanishing imaginary part completes the zero.

`metric_mul_pencil` checks ηP(t) = (1 − t)M − it entry by entry. `imaginary_eigenvalue_of_det_neg` takes a null vector and divides by 1 − t, and `growing_of_det_neg` differentiates the exponential.

`stability_isHermitian` compares blocks. `growing_of_odd_negative_curvatures` splits the product of eigenvalues into negative and positive factors; reversing the sign of each negative factor brings out an odd power of −1, so the product is negative.

`negative_curvature_without_instability` treats A = −1, B = 0 for every n. A nonzero component of an eigenvector forces the eigenvalue to be −1 if it lies in the upper half and 1 if it lies in the lower. All 2n curvatures are −1, an even count, and no eigenvalue leaves the real axis.
